# For gapped, distinct levels, the occupied-empty metric bounds the susceptibility from both sides

Let a finite set of bands have distinct real energies E_n, and let X^a be the Hermitian position matrix for direction a. Let s be the set of occupied bands, and suppose that E_m − E_n lies in [Eg, W] for every occupied band n and every empty band m, with Eg > 0. Then for every real vector v

(2/W) g(v,v) ≤ χ(v,v) ≤ (2/Eg) g(v,v),

where χ is the positional-shift tensor summed over s, and g is the occupied-empty metric defined below. Here χ_ab is the first-order change, per unit field F along b coupled as −F X^b, of the mean position along a summed over the occupied bands, and

g_ab = Σ_{n∈s} Σ_{m∉s} Re(X^a_nm X^b_mn).

For non-interacting electrons in finitely many levels, this confines the static polarizability using only the metric and the range of excitation energies.

## From level mixing to the bounds

A weak uniform field F along b, coupled as −F X^b, mixes band m into band n with amplitude F C^b_mn, where to first order

(E_m − E_n) C^b_mn = X^b_mn for m ≠ n.

The energies are distinct, so we may divide. The positional shift of band n is then

G^n_ab = 2 Re Σ_{m≠n} X^a_nm C^b_mn = 2 Σ_{m≠n} Re(X^a_nm X^b_mn)/(E_m − E_n).

Now sum over n in s. Hermiticity gives

X^a_mn X^b_nm = (X^a_nm X^b_mn)*,

so exchanging n and m preserves the real part in the numerator, while the denominator changes sign. Each pair of occupied bands therefore contributes zero, leaving

χ_ab = Σ_{n∈s} Σ_{m∉s} [2/(E_m − E_n)] Re(X^a_nm X^b_mn).

Set z_nm = Σ_a v_a X^a_nm. Since v is real and each X^b is Hermitian, Σ_b v_b X^b_mn = z_nm*, and contraction with v gives

g(v,v) = Σ_{n∈s} Σ_{m∉s} |z_nm|²,

χ(v,v) = Σ_{n∈s} Σ_{m∉s} [2/(E_m − E_n)] |z_nm|².

For each pair, 0 < Eg ≤ E_m − E_n ≤ W implies

2/W ≤ 2/(E_m − E_n) ≤ 2/Eg.

Multiplying by |z_nm|² ≥ 0 and summing proves the claim.

## Bands, amplitudes and tensors in Lean

The type `ι` labels bands and `κ` labels directions.

```lean
import Mathlib

open Finset

namespace PositionalShift

noncomputable section

variable {ι κ : Type*}
```

The perturbation equation enters as a condition on `C`; it is not derived from a Hamiltonian with a field. Its sign fixes the coupling convention used above, with charge and field units absorbed.

```lean
/-- The amplitudes `C b m n` with which a field along `b` mixes band `m` into band `n` solve the
first-order perturbation equation `(E m - E n) C = X` for every pair of different bands. -/
def IsAdmixture (E : ι → ℝ) (X C : κ → Matrix ι ι ℂ) : Prop :=
  ∀ b m n, m ≠ n → ((E m - E n : ℝ) : ℂ) * C b m n = X b m n
```

The sum over `univ.erase n` runs over all bands except n, so diagonal elements of `X` and `C` play no part.

```lean
/-- The positional-shift tensor of band `n`: twice the real part of the position matrix elements
contracted with the admixture amplitudes of all other bands. -/
def positionalShift [Fintype ι] [DecidableEq ι] (X C : κ → Matrix ι ι ℂ) (n : ι) (a b : κ) : ℝ :=
  2 * ∑ m ∈ univ.erase n, (X a n m * C b m n).re
```

The occupied bands form a finite set `s`, and its complement `sᶜ` holds the empty ones. There is a single set of levels, with no integration over crystal momentum, no temperature and no screening.

```lean
/-- The susceptibility: the positional-shift tensor summed over the occupied bands `s`. -/
def susceptibility [Fintype ι] [DecidableEq ι] (X C : κ → Matrix ι ι ℂ) (s : Finset ι)
    (a b : κ) : ℝ :=
  ∑ n ∈ s, positionalShift X C n a b

/-- The occupied-empty metric: the real parts of the products of position matrix elements, summed
over all pairs of an occupied and an empty band. -/
def metric [Fintype ι] [DecidableEq ι] (X : κ → Matrix ι ι ℂ) (s : Finset ι) (a b : κ) : ℝ :=
  ∑ n ∈ s, ∑ m ∈ sᶜ, (X a n m * X b m n).re
```

An inequality between quadratic forms means an inequality of the following number for every real `v`.

```lean
/-- The quadratic form of a real tensor `M` evaluated on the direction `v`. -/
def quadForm [Fintype κ] (M : κ → κ → ℝ) (v : κ → ℝ) : ℝ :=
  ∑ a, ∑ b, v a * M a b * v b
```

## Cancellation among occupied bands

The first lemma solves the perturbation equation inside the real part. Injectivity of `E` expresses distinct energies and supplies the nonzero denominator.

```lean
/-- For distinct energies and amplitudes `C` that solve the perturbation equation, the contribution
of one pair of different bands is the real part of the product of position matrix elements divided
by the energy difference. -/
theorem pair_contribution {E : ι → ℝ} {X C : κ → Matrix ι ι ℂ} (hE : Function.Injective E)
    (hC : IsAdmixture E X C) (a b : κ) {m n : ι} (hmn : m ≠ n) :
    (X a n m * C b m n).re = (X a n m * X b m n).re / (E m - E n) := by
  have hd : E m - E n ≠ 0 := sub_ne_zero.mpr (hE.ne hmn)
  rw [eq_div_iff hd, ← hC b m n hmn, mul_left_comm, Complex.re_ofReal_mul, mul_comm]
```

Summing over m recovers the sum-over-states formula for G^n_ab.

```lean
/-- For distinct energies and amplitudes `C` that solve the perturbation equation, the
positional-shift tensor is given by the sum-over-states formula. -/
theorem positionalShift_eq [Fintype ι] [DecidableEq ι] {E : ι → ℝ} {X C : κ → Matrix ι ι ℂ}
    (hE : Function.Injective E) (hC : IsAdmixture E X C) (n : ι) (a b : κ) :
    positionalShift X C n a b =
      2 * (∑ m ∈ univ.erase n, X a n m * X b m n / ((E m - E n : ℝ) : ℂ)).re := by
  unfold positionalShift
  rw [Complex.re_sum]
  congr 1
  refine sum_congr rfl fun m hm => ?_
  rw [pair_contribution hE hC a b (ne_of_mem_erase hm), Complex.div_ofReal_re]
```

In the next proof, `anti` is the sign change under exchange of two bands. Step `h1` reorders the double sum and `h2` applies `anti` to each term, so the sum equals its own negative and vanishes.

```lean
/-- For distinct energies, Hermitian position matrices and amplitudes `C` that solve the
perturbation equation, the contributions of pairs of occupied bands cancel in the sum over occupied
bands. -/
theorem occupied_cancel [DecidableEq ι] {E : ι → ℝ} {X C : κ → Matrix ι ι ℂ}
    (hE : Function.Injective E) (hX : ∀ a, (X a).IsHermitian) (hC : IsAdmixture E X C)
    (s : Finset ι) (a b : κ) :
    ∑ n ∈ s, ∑ m ∈ s.erase n, (X a n m * C b m n).re = 0 := by
  -- exchanging the two bands reverses the sign of a contribution
  have anti : ∀ m n, m ≠ n → (X a n m * C b m n).re = -(X a m n * C b n m).re := by
    intro m n hmn
    have hsymm : (X a n m * X b m n).re = (X a m n * X b n m).re := by
      rw [← (hX a).apply n m, ← (hX b).apply m n]
      simp [Complex.mul_re]
    rw [pair_contribution hE hC a b hmn, pair_contribution hE hC a b hmn.symm, hsymm,
      ← neg_sub (E n) (E m), div_neg]
  have h1 : ∑ n ∈ s, ∑ m ∈ s.erase n, (X a n m * C b m n).re =
      ∑ m ∈ s, ∑ n ∈ s.erase m, (X a n m * C b m n).re := by
    refine Finset.sum_comm' fun n m => ?_
    simp only [mem_erase]
    constructor
    · rintro ⟨h1, h2, h3⟩
      exact ⟨⟨h2.symm, h1⟩, h3⟩
    · rintro ⟨⟨h1, h2⟩, h3⟩
      exact ⟨h2, h1.symm, h3⟩
  have h2 : ∑ m ∈ s, ∑ n ∈ s.erase m, (X a n m * C b m n).re =
      -∑ m ∈ s, ∑ n ∈ s.erase m, (X a m n * C b n m).re := by
    simp only [← sum_neg_distrib]
    exact sum_congr rfl fun m _ => sum_congr rfl fun n hn => anti m n (ne_of_mem_erase hn).symm
  linarith
```

For occupied n, `split` separates the other bands into occupied and empty ones. The occupied part cancels, and the weights 2/(E_m − E_n) remain.

```lean
/-- For distinct energies, Hermitian position matrices and amplitudes `C` that solve the
perturbation equation, the susceptibility is a sum over occupied-empty pairs only, each weighted by
twice the inverse excitation energy. -/
theorem susceptibility_eq [Fintype ι] [DecidableEq ι] {E : ι → ℝ} {X C : κ → Matrix ι ι ℂ}
    (hE : Function.Injective E) (hX : ∀ a, (X a).IsHermitian) (hC : IsAdmixture E X C)
    (s : Finset ι) (a b : κ) :
    susceptibility X C s a b =
      ∑ n ∈ s, ∑ m ∈ sᶜ, 2 / (E m - E n) * (X a n m * X b m n).re := by
  -- the other bands are the other occupied bands and the empty bands
  have split : ∀ n ∈ s, ∀ t : ι → ℝ,
      ∑ m ∈ univ.erase n, t m = ∑ m ∈ s.erase n, t m + ∑ m ∈ sᶜ, t m := by
    intro n hn t
    have h1 := add_sum_erase s t hn
    have h2 := add_sum_erase univ t (mem_univ n)
    have h3 := sum_add_sum_compl s t
    linarith
  have hsum : ∑ n ∈ s, ∑ m ∈ univ.erase n, (X a n m * C b m n).re =
      ∑ n ∈ s, (∑ m ∈ s.erase n, (X a n m * C b m n).re +
        ∑ m ∈ sᶜ, (X a n m * C b m n).re) :=
    sum_congr rfl fun n hn => split n hn fun m => (X a n m * C b m n).re
  unfold susceptibility positionalShift
  rw [← mul_sum, hsum, sum_add_distrib, occupied_cancel hE hX hC, zero_add, mul_sum]
  refine sum_congr rfl fun n hn => ?_
  rw [mul_sum]
  refine sum_congr rfl fun m hm => ?_
  have hmn : m ≠ n := fun h => mem_compl.mp hm (h ▸ hn)
  rw [pair_contribution hE hC a b hmn]
  ring
```

## Squared moduli and the comparison of weights

The quadratic form is additive over a finite sum of tensors, which reduces the contraction to one pair at a time.

```lean
/-- The quadratic form of a finite sum of tensors is the sum of their quadratic forms. -/
theorem quadForm_sum [Fintype κ] (t : Finset ι) (K : ι → κ → κ → ℝ) (v : κ → ℝ) :
    quadForm (fun a b => ∑ i ∈ t, K i a b) v = ∑ i ∈ t, quadForm (K i) v := by
  unfold quadForm
  simp only [mul_sum, sum_mul]
  refine Eq.trans ?_ Finset.sum_comm
  exact sum_congr rfl fun a _ => Finset.sum_comm
```

For one pair, the proof expands |z_nm|² into real and imaginary parts and uses Hermiticity to match it with the contracted product. The weight `w` is arbitrary, so the same lemma serves both tensors.

```lean
/-- For Hermitian position matrices, a weighted occupied-empty sum has as its quadratic form the
weighted sum of squared moduli of the position matrix elements along `v`. -/
theorem quadForm_pairs [Fintype ι] [DecidableEq ι] [Fintype κ] {X : κ → Matrix ι ι ℂ}
    (hX : ∀ a, (X a).IsHermitian) (s : Finset ι) (w : ι → ι → ℝ) (v : κ → ℝ) :
    quadForm (fun a b => ∑ n ∈ s, ∑ m ∈ sᶜ, w n m * (X a n m * X b m n).re) v =
      ∑ n ∈ s, ∑ m ∈ sᶜ, w n m * ‖∑ a, (v a : ℂ) * X a n m‖ ^ 2 := by
  refine (quadForm_sum s
    (fun n a b => ∑ m ∈ sᶜ, w n m * (X a n m * X b m n).re) v).trans
    (sum_congr rfl fun n _ => ?_)
  refine (quadForm_sum sᶜ (fun m a b => w n m * (X a n m * X b m n).re) v).trans
    (sum_congr rfl fun m _ => ?_)
  -- one pair: expand the squared modulus into real and imaginary parts
  rw [← Complex.normSq_eq_norm_sq, Complex.normSq_apply, Complex.re_sum, Complex.im_sum]
  simp only [Complex.re_ofReal_mul, Complex.im_ofReal_mul]
  rw [sum_mul_sum, sum_mul_sum, ← sum_add_distrib, mul_sum]
  unfold quadForm
  refine sum_congr rfl fun a _ => ?_
  rw [← sum_add_distrib, mul_sum]
  refine sum_congr rfl fun b _ => ?_
  beta_reduce
  rw [← (hX b).apply m n]
  simp only [Complex.mul_re, Complex.star_def, Complex.conj_re, Complex.conj_im]
  ring
```

Weight 1 gives `hg`, the formula for the metric; weight 2/(E_m − E_n) gives `hχ`, the one for the susceptibility. The hypotheses `hgap` and `hW` state the energy window for every occupied-empty pair, and each bound then follows term by term.

```lean
/-- For distinct energies, Hermitian position matrices, amplitudes `C` that solve the perturbation
equation, and occupied-to-empty excitation energies between `Eg > 0` and `W`, the susceptibility
lies between `2 g / W` and `2 g / Eg` as a quadratic form, where `g` is the occupied-empty metric.
-/
theorem susceptibility_bounds [Fintype ι] [DecidableEq ι] [Fintype κ] {E : ι → ℝ}
    {X C : κ → Matrix ι ι ℂ} (hE : Function.Injective E) (hX : ∀ a, (X a).IsHermitian)
    (hC : IsAdmixture E X C) (s : Finset ι) {Eg W : ℝ} (hEg : 0 < Eg)
    (hgap : ∀ n ∈ s, ∀ m ∉ s, Eg ≤ E m - E n) (hW : ∀ n ∈ s, ∀ m ∉ s, E m - E n ≤ W)
    (v : κ → ℝ) :
    2 / W * quadForm (metric X s) v ≤ quadForm (susceptibility X C s) v ∧
      quadForm (susceptibility X C s) v ≤ 2 / Eg * quadForm (metric X s) v := by
  have hg : quadForm (metric X s) v =
      ∑ n ∈ s, ∑ m ∈ sᶜ, ‖∑ a, (v a : ℂ) * X a n m‖ ^ 2 := by
    have h := quadForm_pairs hX s (fun _ _ => 1) v
    simp only [one_mul] at h
    exact h
  have hχ : quadForm (susceptibility X C s) v =
      ∑ n ∈ s, ∑ m ∈ sᶜ, 2 / (E m - E n) * ‖∑ a, (v a : ℂ) * X a n m‖ ^ 2 := by
    have e : susceptibility X C s =
        fun a b => ∑ n ∈ s, ∑ m ∈ sᶜ, 2 / (E m - E n) * (X a n m * X b m n).re := by
      funext a b
      exact susceptibility_eq hE hX hC s a b
    rw [e]
    exact quadForm_pairs hX s (fun n m => 2 / (E m - E n)) v
  rw [hg, hχ]
  simp only [mul_sum]
  -- compare the weights pair by pair
  constructor
  · refine sum_le_sum fun n hn => sum_le_sum fun m hm => ?_
    have h1 := hgap n hn m (mem_compl.mp hm)
    have h2 := hW n hn m (mem_compl.mp hm)
    exact mul_le_mul_of_nonneg_right
      (div_le_div_of_nonneg_left (by norm_num) (by linarith) h2) (sq_nonneg _)
  · refine sum_le_sum fun n hn => sum_le_sum fun m hm => ?_
    have h1 := hgap n hn m (mem_compl.mp hm)
    exact mul_le_mul_of_nonneg_right
      (div_le_div_of_nonneg_left (by norm_num) hEg h1) (sq_nonneg _)
```

## A two-level system that attains both bounds

Take energies 0 and Δ > 0, one direction, and a unit matrix element between the levels.

```lean
/-- The energies `0` and `Δ` of a two-level system. -/
def twoLevelE (Δ : ℝ) : Fin 2 → ℝ := ![0, Δ]

/-- A position matrix in one direction that couples the two levels with unit strength. -/
def twoLevelX : Fin 1 → Matrix (Fin 2) (Fin 2) ℂ := fun _ => !![0, 1; 1, 0]

/-- The admixture amplitudes of the two-level system, for `Δ ≠ 0`. -/
def twoLevelC (Δ : ℝ) : Fin 1 → Matrix (Fin 2) (Fin 2) ℂ :=
  fun _ => !![0, -(Δ : ℂ)⁻¹; (Δ : ℂ)⁻¹, 0]
```

With the lower level occupied, the theorem verifies the conditions on `E`, `X` and `C` and computes g = 1 and χ = 2/Δ. The only excitation energy is Δ, so with Eg = W = Δ the lower and upper bounds coincide with χ.

```lean
/-- The two-level system with splitting `Δ > 0` has distinct energies, a Hermitian position matrix
and valid admixture amplitudes; with the lower level occupied its metric is `1` and its
susceptibility is `2 / Δ`. -/
theorem twoLevel_witness {Δ : ℝ} (hΔ : 0 < Δ) :
    Function.Injective (twoLevelE Δ) ∧ (∀ a, (twoLevelX a).IsHermitian) ∧
      IsAdmixture (twoLevelE Δ) twoLevelX (twoLevelC Δ) ∧
      metric twoLevelX {0} 0 0 = 1 ∧
      susceptibility twoLevelX (twoLevelC Δ) {0} 0 0 = 2 / Δ := by
  have hc : (Δ : ℂ) ≠ 0 := by exact_mod_cast hΔ.ne'
  have hcompl : ({0} : Finset (Fin 2))ᶜ = {1} := by decide
  have hE : Function.Injective (twoLevelE Δ) := by
    intro i j h
    fin_cases i <;> fin_cases j <;> simp [twoLevelE, hΔ.ne, hΔ.ne'] at h ⊢
  have hX : ∀ a, (twoLevelX a).IsHermitian := fun a =>
    Matrix.IsHermitian.ext fun i j => by
      fin_cases i <;> fin_cases j <;> simp [twoLevelX]
  have hC : IsAdmixture (twoLevelE Δ) twoLevelX (twoLevelC Δ) := by
    intro b m n h
    fin_cases m <;> fin_cases n <;> simp [twoLevelE, twoLevelX, twoLevelC, hc] at h ⊢
  refine ⟨hE, hX, hC, ?_, ?_⟩
  · simp [metric, hcompl, twoLevelX]
  · rw [susceptibility_eq hE hX hC, hcompl]
    simp [twoLevelE, twoLevelX]

end

end PositionalShift
```

```lean
#print axioms PositionalShift.positionalShift_eq
#print axioms PositionalShift.susceptibility_bounds
```

```
'PositionalShift.positionalShift_eq' depends on axioms: [propext, Classical.choice, Quot.sound]
'PositionalShift.susceptibility_bounds' depends on axioms: [propext, Classical.choice, Quot.sound]
```
